# Eigenstates of a finite Hermitian hopping model without closed loops carry no bond current

## Can an on-site potential hold a steady current on a branched molecule?

Suppose I model a branched molecule as a finite tree of sites, prescribe a density and a nonzero steady current, and search for an on-site potential with an eigenstate that reproduces both. If no such potential exists, the fitting routine may keep running although its residual can never reach zero.

I believe this is what happens. Let \(T\) be a Hermitian hopping matrix, possibly complex, whose nonzero off-diagonal entries form a graph without cycles. Let \(v\) be a real potential and \((T+\operatorname{diag}v)\psi=E\psi\). Then every bond current \(\operatorname{Im}(T_{ij}\overline{\psi_i}\psi_j)\) should vanish. Real hopping alone doesn't settle the matter, because degenerate real eigenvectors can be combined into complex ones. I would like to see a rigorous argument, checked by machine, and to know what happens once there is a loop.

## Conservation across a one-bond cut forces the current to zero

Your claim is correct. Write

\[
J_{ij}=\operatorname{Im}\bigl(T_{ij}\,\overline{\psi_i}\,\psi_j\bigr).
\]

**Antisymmetry.** Since \(T_{ji}=\overline{T_{ij}}\), the number \(T_{ji}\overline{\psi_j}\psi_i\) is the complex conjugate of \(T_{ij}\overline{\psi_i}\psi_j\). Hence \(J_{ji}=-J_{ij}\), and in particular \(J_{ii}=0\).

**Conservation at each site.** Multiply row \(i\) of the eigenvalue equation by \(\overline{\psi_i}\):

\[
\sum_j T_{ij}\overline{\psi_i}\psi_j+v_i|\psi_i|^2=E|\psi_i|^2 .
\]

Because \(v_i\) is real, the imaginary part is \(\sum_j J_{ij}=(\operatorname{Im}E)\,|\psi_i|^2\). Now sum over \(i\). The left side vanishes by antisymmetry, so \((\operatorname{Im}E)\sum_i|\psi_i|^2=0\). Either \(\operatorname{Im}E=0\) or \(\psi=0\), and in both cases \(\sum_j J_{ij}=0\) at every site.

**Conservation across a cut.** Let \(S\) be any set of sites. Summing the last equation over \(i\in S\) gives zero, and the terms with both ends in \(S\) cancel in pairs. What remains is

\[
\sum_{i\in S}\sum_{j\notin S}J_{ij}=0 .
\]

**A cut through one bond.** Suppose that deleting the bond \(ab\) leaves \(a\) and \(b\) disconnected. Let \(S\) be the set of sites still reachable from \(a\), so that \(b\notin S\). If another bond joined some \(i\in S\) to some \(j\notin S\), it would have survived the deletion and made \(j\) reachable. Only \(J_{ab}\) is left in the sum, so \(J_{ab}=0\).

**No cycles.** In an acyclic graph every bond is of this kind, since a second route from \(a\) to \(b\) would close a cycle with the bond \(ab\). Pairs of distinct sites without a bond have \(T_{ij}=0\) and therefore \(J_{ij}=0\).

The smallest case with a bond has two sites, 0 and 1. For \(\psi\neq0\), where \(E\) is real, row 0 gives \(T_{01}\overline{\psi_0}\psi_1=(E-v_0-T_{00})|\psi_0|^2\). This is real, so \(J_{01}=0\) at once.

### What a loop or a complex potential allows

On a ring of four sites with hopping \(-1\) and \(v=0\), the vector \((1,i,-1,-i)\) has energy zero and \(J_{01}=-1\). Its squared norm is 4, so the normalised state has \(J_{01}=-1/4\). The hopping is real, and the current comes from a complex combination of degenerate states.

The reality of \(v\) matters too. Take two sites with \(T_{01}=T_{10}=1\), zero diagonal, \(v=(-i,i)\) and \(\psi=(1,i)\). Then \((T+\operatorname{diag}v)\psi=0\), yet \(J_{01}=1\). The imaginary potentials act as a drain on site 0 and a source on site 1, and the bond carries the flow between them.

### How the Lean statement describes the lattice

The sites are the elements of a finite type `V`. The hypothesis `T.IsHermitian` allows complex hopping, such as Peierls phases, and real diagonal entries. The potential `v : V → ℝ` is real by its type, and `diagonal fun i => (v i : ℂ)` places it on the diagonal. The equation with `*ᵥ` and `E • ψ` is the eigenvalue equation. The energy `E` is any complex number, and `ψ` need be neither normalised nor nonzero.

`hoppingGraph T` joins two distinct sites when `T` couples them, and `IsAcyclic` says that this graph has no cycle. It may have several components, so forests are included. The main theorem, `acyclic_current`, concludes that `bondCurrent T ψ i j = 0` for all `i` and `j`.

`bondCurrent` is \(J_{ij}\) exactly as above. With \(\hbar=1\), the Schrödinger equation gives \(d|\psi_i|^2/dt=2\sum_jJ_{ij}\), so \(2J_{ij}\) is the probability flow from \(j\) into \(i\). In the four-site example, \(J_{01}=-1\) therefore means a net flow from site 0 to site 1.

Two further theorems concern graphs that may have loops. `circulation_representable` takes a graph `G` and a real flow `J` that is antisymmetric, sums to zero at each site and vanishes off the bonds. It constructs a Hermitian hopping matrix with graph `G` and a real potential for which the constant vector 1 has energy zero and bond currents `J`. On \(N\ge1\) sites the normalised state carries \(J_{ij}/N\). The hopping matrix is built from `J`, in modulus as well as phase, so the theorem does not say which currents a given \(T\) can support. `ring_carries_current` is the four-site example.

The model has one particle, finitely many sites and a stationary state. Finiteness cannot simply be dropped from the statement: a travelling plane wave on an infinite chain solves the eigenvalue equation and carries current although the chain has no loop. Such a wave is not normalisable. Interactions, time dependence and coupling to leads are not treated.

For lattice current-density functional theory, the consequence is that non-interacting Kohn–Sham orbitals on a finite tree, being eigenstates of one such Hamiltonian, contribute no bond current \(J_{ij}\), whatever the real potential or the Peierls phases. Here \(J_{ij}\) is the physical current, formed with the same \(T\), phases included, that stands in the eigenvalue equation. A current formed with the hopping stripped of its phases is gauge dependent and need not vanish: for two sites with \(T_{01}=-e^{\mathrm{i}\theta}\), zero diagonal and \(v=0\), the eigenvector \((1,e^{-\mathrm{i}\theta})\) has \(J_{01}=0\) but \(\operatorname{Im}(-\overline{\psi_0}\psi_1)=\sin\theta\).

```lean
import Mathlib

open Matrix

namespace LatticeTreeCurrents

noncomputable section

variable {V : Type*}

/-- The hopping graph of `T`: two distinct sites are joined when `T` couples them. -/
def hoppingGraph (T : Matrix V V ℂ) : SimpleGraph V :=
  SimpleGraph.fromRel fun i j => T i j ≠ 0

/-- The bond current `Im (T_ij conj(ψ_i) ψ_j)` between sites `i` and `j`. -/
def bondCurrent (T : Matrix V V ℂ) (ψ : V → ℂ) (i j : V) : ℝ :=
  (T i j * star (ψ i) * ψ j).im

/-- For Hermitian hopping, the bond current changes sign when the bond is reversed. -/
theorem bondCurrent_swap {T : Matrix V V ℂ} (hT : T.IsHermitian) (ψ : V → ℂ) (i j : V) :
    bondCurrent T ψ j i = -bondCurrent T ψ i j := by
  have h : T j i = star (T i j) := (hT.apply j i).symm
  unfold bondCurrent
  rw [h]
  simp only [Complex.star_def, Complex.mul_im, Complex.mul_re, Complex.conj_re, Complex.conj_im]
  ring

/-- For Hermitian hopping, the bond currents inside any finite region sum to zero. -/
theorem sum_internal_current {T : Matrix V V ℂ} (hT : T.IsHermitian) (ψ : V → ℂ)
    (S : Finset V) : ∑ i ∈ S, ∑ j ∈ S, bondCurrent T ψ i j = 0 := by
  have h : ∑ i ∈ S, ∑ j ∈ S, bondCurrent T ψ i j
      = -∑ i ∈ S, ∑ j ∈ S, bondCurrent T ψ i j := by
    conv_lhs => rw [Finset.sum_comm]
    simp only [← Finset.sum_neg_distrib]
    exact Finset.sum_congr rfl fun i _ => Finset.sum_congr rfl fun j _ =>
      bondCurrent_swap hT ψ i j
  linarith

variable [Fintype V] [DecidableEq V]

/-- Stationary continuity equation: in an eigenstate of `T + diag v` with `T` Hermitian and `v`
real, the bond currents `bondCurrent T ψ i j` at each site `i` sum to zero over `j`. -/
theorem continuity {T : Matrix V V ℂ} (hT : T.IsHermitian) {v : V → ℝ} {ψ : V → ℂ} {E : ℂ}
    (h : (T + diagonal fun i => (v i : ℂ)) *ᵥ ψ = E • ψ) (i : V) :
    ∑ j, bondCurrent T ψ i j = 0 := by
  -- the eigenvalue equation fixes the sum of the bond currents at each site
  have hout : ∀ k, ∑ j, bondCurrent T ψ k j = E.im * Complex.normSq (ψ k) := by
    intro k
    have hk := congrFun h k
    simp only [Matrix.add_mulVec, Pi.add_apply, Matrix.mulVec_diagonal, Pi.smul_apply,
      smul_eq_mul] at hk
    have hs : ∑ j, T k j * star (ψ k) * ψ j = star (ψ k) * (T *ᵥ ψ) k := by
      simp only [Matrix.mulVec, dotProduct, Finset.mul_sum]
      exact Finset.sum_congr rfl fun j _ => by ring
    have ht : (T *ᵥ ψ) k = (E - (v k : ℂ)) * ψ k := by linear_combination hk
    unfold bondCurrent
    rw [← Complex.im_sum, hs, ht]
    simp only [Complex.star_def, Complex.mul_im, Complex.mul_re, Complex.conj_re,
      Complex.conj_im, Complex.sub_re, Complex.sub_im, Complex.ofReal_re, Complex.ofReal_im,
      Complex.normSq_apply]
    ring
  -- the total over all sites vanishes, so either `E` is real or `ψ` is zero
  have htot := sum_internal_current hT ψ Finset.univ
  simp only [hout] at htot
  rw [← Finset.mul_sum] at htot
  rw [hout i]
  rcases mul_eq_zero.mp htot with hE | hψ
  · rw [hE, zero_mul]
  · have hz := (Finset.sum_eq_zero_iff_of_nonneg
      (fun k _ => Complex.normSq_nonneg (ψ k))).mp hψ i (Finset.mem_univ i)
    rw [hz, mul_zero]

/-- In an eigenstate of `T + diag v` with `T` Hermitian and `v` real, the bond currents between any
region and the rest of the finite lattice sum to zero. -/
theorem cut_current {T : Matrix V V ℂ} (hT : T.IsHermitian) {v : V → ℝ} {ψ : V → ℂ} {E : ℂ}
    (h : (T + diagonal fun i => (v i : ℂ)) *ᵥ ψ = E • ψ) (S : Finset V) :
    ∑ i ∈ S, ∑ j ∈ Sᶜ, bondCurrent T ψ i j = 0 := by
  have hsplit : ∑ i ∈ S, (∑ j ∈ S, bondCurrent T ψ i j + ∑ j ∈ Sᶜ, bondCurrent T ψ i j) = 0 :=
    Finset.sum_eq_zero fun i _ => by
      rw [Finset.sum_add_sum_compl]
      exact continuity hT h i
  rw [Finset.sum_add_distrib, sum_internal_current hT ψ S, zero_add] at hsplit
  exact hsplit

/-- On any finite lattice, with `T` Hermitian and `v` real, the bond current between `a` and `b`
vanishes in an eigenstate of `T + diag v` if deleting the bond `ab` leaves `a` and `b` disconnected.
-/
theorem bridge_current {T : Matrix V V ℂ} (hT : T.IsHermitian) {v : V → ℝ} {ψ : V → ℂ} {E : ℂ}
    (h : (T + diagonal fun i => (v i : ℂ)) *ᵥ ψ = E • ψ) {a b : V}
    (hab : ¬ (hoppingGraph T \ SimpleGraph.fromEdgeSet {s(a, b)}).Reachable a b) :
    bondCurrent T ψ a b = 0 := by
  classical
  -- `S` is the part of the lattice still connected to `a`
  let S : Finset V := Finset.univ.filter fun i =>
    (hoppingGraph T \ SimpleGraph.fromEdgeSet {s(a, b)}).Reachable a i
  have hmem : ∀ i, i ∈ S ↔
      (hoppingGraph T \ SimpleGraph.fromEdgeSet {s(a, b)}).Reachable a i := by
    intro i
    simp [S]
  have haS : a ∈ S := (hmem a).2 (SimpleGraph.Reachable.refl a)
  have hbS : b ∈ Sᶜ := Finset.mem_compl.mpr fun hb => hab ((hmem b).1 hb)
  -- no other bond crosses the cut
  have key : ∀ i ∈ S, ∀ j ∈ Sᶜ, ¬ (i = a ∧ j = b) → bondCurrent T ψ i j = 0 := by
    intro i hi j hj hij
    by_contra hJ
    have hT0 : T i j ≠ 0 := fun h0 => hJ (by simp [bondCurrent, h0])
    have hne : i ≠ j := fun e => Finset.mem_compl.mp hj (e ▸ hi)
    have hadj : (hoppingGraph T \ SimpleGraph.fromEdgeSet {s(a, b)}).Adj i j := by
      rw [SimpleGraph.sdiff_adj, SimpleGraph.fromEdgeSet_adj]
      refine ⟨(SimpleGraph.fromRel_adj _ _ _).mpr ⟨hne, Or.inl hT0⟩, ?_⟩
      rintro ⟨hm, _⟩
      rw [Set.mem_singleton_iff, Sym2.eq_iff] at hm
      rcases hm with hm | ⟨hib, _⟩
      · exact hij hm
      · rw [hib] at hi
        exact hab ((hmem b).1 hi)
    exact Finset.mem_compl.mp hj ((hmem j).2 (((hmem i).1 hi).trans hadj.reachable))
  calc bondCurrent T ψ a b = ∑ j ∈ Sᶜ, bondCurrent T ψ a j :=
        (Finset.sum_eq_single_of_mem b hbS fun j hj hne =>
          key a haS j hj fun e => hne e.2).symm
    _ = ∑ i ∈ S, ∑ j ∈ Sᶜ, bondCurrent T ψ i j :=
        (Finset.sum_eq_single_of_mem a haS fun i hi hne =>
          Finset.sum_eq_zero fun j hj => key i hi j hj fun e => hne e.1).symm
    _ = 0 := cut_current hT h S

/-- If the hopping graph is finite and acyclic, every bond current vanishes in every eigenstate of
`T + diag v` with `T` Hermitian and `v` real. -/
theorem acyclic_current {T : Matrix V V ℂ} (hT : T.IsHermitian)
    (hG : (hoppingGraph T).IsAcyclic) {v : V → ℝ} {ψ : V → ℂ} {E : ℂ}
    (h : (T + diagonal fun i => (v i : ℂ)) *ᵥ ψ = E • ψ) (i j : V) :
    bondCurrent T ψ i j = 0 := by
  by_cases hadj : (hoppingGraph T).Adj i j
  · -- a second route from `i` to `j` would close a cycle
    refine bridge_current hT h fun hr => ?_
    obtain ⟨u, p, hp, _⟩ :=
      SimpleGraph.adj_and_reachable_delete_edges_iff_exists_cycle.mp ⟨hadj, hr⟩
    exact hG p hp
  · by_cases hij : i = j
    · subst hij
      linarith [bondCurrent_swap hT ψ i i]
    · have h0 : T i j = 0 := by
        by_contra hne
        exact hadj ((SimpleGraph.fromRel_adj _ _ _).mpr ⟨hij, Or.inl hne⟩)
      simp [bondCurrent, h0]

/-- Hopping matrix with real part one on the bonds of `G` and imaginary part `J`. -/
def circulationHopping (G : SimpleGraph V) [DecidableRel G.Adj] (J : V → V → ℝ) :
    Matrix V V ℂ :=
  Matrix.of fun i j => ((if G.Adj i j then 1 else 0 : ℝ) : ℂ) + (J i j : ℂ) * Complex.I

/-- Every antisymmetric, divergence-free flow `J` on the bonds of a graph `G` is the bond current
of a uniform zero-energy eigenstate, for a Hermitian hopping matrix with hopping graph `G` and a
real potential. -/
theorem circulation_representable (G : SimpleGraph V) [DecidableRel G.Adj] (J : V → V → ℝ)
    (hanti : ∀ i j, J j i = -J i j) (hdiv : ∀ i, ∑ j, J i j = 0)
    (hsupp : ∀ i j, ¬ G.Adj i j → J i j = 0) :
    (circulationHopping G J).IsHermitian ∧ hoppingGraph (circulationHopping G J) = G ∧
    (circulationHopping G J +
      diagonal fun i => ((-∑ j, (if G.Adj i j then 1 else 0 : ℝ) : ℝ) : ℂ)) *ᵥ
        (fun _ => (1 : ℂ)) = 0 ∧
    ∀ i j, bondCurrent (circulationHopping G J) (fun _ => 1) i j = J i j := by
  refine ⟨Matrix.IsHermitian.ext fun i j => ?_, ?_, ?_, fun i j => ?_⟩
  · simp only [circulationHopping, Matrix.of_apply, G.adj_comm j i, hanti i j]
    apply Complex.ext <;> simp
  · ext i j
    rw [hoppingGraph, SimpleGraph.fromRel_adj]
    constructor
    · rintro ⟨_, h⟩
      by_contra hn
      have hn' : ¬ G.Adj j i := fun e => hn e.symm
      simp [circulationHopping, hn, hn', hsupp i j hn, hsupp j i hn'] at h
    · intro h
      refine ⟨h.ne, Or.inl fun h0 => ?_⟩
      have hre := congrArg Complex.re h0
      simp [circulationHopping, h] at hre
  · funext i
    have hd : ∑ j, (J i j : ℂ) = 0 := by exact_mod_cast hdiv i
    rw [Matrix.add_mulVec, Pi.add_apply, Matrix.mulVec_diagonal]
    simp only [Matrix.mulVec, dotProduct, circulationHopping, Matrix.of_apply, mul_one,
      Finset.sum_add_distrib, ← Finset.sum_mul, hd, Pi.zero_apply]
    push_cast
    ring
  · simp [bondCurrent, circulationHopping]

/-- Nearest-neighbour hopping of amplitude `-1` on a ring of four sites. -/
def fourRing : Matrix (Fin 4) (Fin 4) ℂ :=
  !![0, -1, 0, -1; -1, 0, -1, 0; 0, -1, 0, -1; -1, 0, -1, 0]

/-- The wave on four sites whose phase advances by a quarter turn per site. -/
def ringWave : Fin 4 → ℂ := ![1, Complex.I, -1, -Complex.I]

/-- On the four-site ring with real hopping, the quarter-turn wave is a zero-energy eigenstate with
`bondCurrent fourRing ringWave 0 1 = -1`. -/
theorem ring_carries_current :
    fourRing.IsHermitian ∧ fourRing *ᵥ ringWave = 0 ∧ bondCurrent fourRing ringWave 0 1 = -1 := by
  refine ⟨Matrix.IsHermitian.ext fun i j => ?_, ?_, ?_⟩
  · fin_cases i <;> fin_cases j <;> simp [fourRing]
  · ext i
    fin_cases i <;> simp [fourRing, ringWave, Matrix.mulVec, dotProduct, Fin.sum_univ_succ]
  · simp [bondCurrent, fourRing, ringWave]

end

end LatticeTreeCurrents
```

```lean
#print axioms LatticeTreeCurrents.acyclic_current
#print axioms LatticeTreeCurrents.circulation_representable
#print axioms LatticeTreeCurrents.ring_carries_current
```

```
'LatticeTreeCurrents.acyclic_current' depends on axioms: [propext, Classical.choice, Quot.sound]
'LatticeTreeCurrents.circulation_representable' depends on axioms: [propext, Classical.choice, Quot.sound]
'LatticeTreeCurrents.ring_carries_current' depends on axioms: [propext, Classical.choice, Quot.sound]
```

### How the Lean proof follows the cut argument

`bondCurrent_swap` is antisymmetry. It replaces `T j i` by the conjugate of `T i j`, expands everything into real and imaginary parts, and leaves the identity to `ring`. `sum_internal_current` exchanges the two sums over a region, which shows that the total equals its own negative; `linarith` concludes that it is zero.

`continuity` is conservation at a site. Its intermediate statement `hout` is the formula \(\sum_jJ_{kj}=(\operatorname{Im}E)|\psi_k|^2\). To obtain it, `linear_combination` solves row \(k\) for \((T\psi)_k=(E-v_k)\psi_k\), and the imaginary part is taken after multiplication by \(\overline{\psi_k}\). The total over all sites is zero by the previous lemma, and `mul_eq_zero` splits the argument into the two cases, \(\operatorname{Im}E=0\) or \(\sum_k|\psi_k|^2=0\). In the second case each term vanishes because none is negative.

`cut_current` splits each site's sum into the parts inside and outside `S` and removes the inside part with `sum_internal_current`.

`bridge_current` holds on any finite hopping graph. It defines `S` as the sites reachable from `a` after the deletion. The statement `key` says that every pair across the cut other than \((a,b)\) has zero current: a nonzero current would need a nonzero `T i j`, hence a surviving bond, hence a reachable `j`. The reversed pair is excluded because `b` is not in `S`. Two uses of `Finset.sum_eq_single_of_mem` then reduce the double sum to its single remaining term.

`acyclic_current` distinguishes three cases. For a bond, Mathlib's lemma `adj_and_reachable_delete_edges_iff_exists_cycle` turns a second route into a cycle, which contradicts `hG`, so `bridge_current` applies. For `i = j`, antisymmetry gives zero. For distinct sites without a bond, `T i j` is zero.

In `circulation_representable`, the matrix has entries \(A_{ij}+iJ_{ij}\), where \(A_{ij}\) is 1 on bonds and 0 elsewhere. Antisymmetry of `J` makes it Hermitian, and the real part 1 keeps every bond of `G` present even where the flow is zero. Acting on the constant vector, row \(i\) gives the number of neighbours of \(i\) plus \(i\sum_jJ_{ij}\), where the prefactor \(i\) is the imaginary unit. The second term vanishes by `hdiv`, and the potential cancels the first. The bond current is the imaginary part of the matrix entry, namely \(J_{ij}\).

`ring_carries_current` is a direct calculation: `fin_cases` runs through the sites, and `simp` evaluates the entries.
